# The capacity of two independent one-electron Nernstian sites of equal weight, with reduced standard potentials ±a, is maximal at two potentials exactly when cosh 2a > 2

## Occupations, capacity and global peaks

Let $y=FE/(2RT)$ be the reduced potential for a one-electron site, with $E$ the electrode potential, $F$ the Faraday constant, $R$ the gas constant and $T$ the temperature. A site with reduced standard potential $b$ has the Nernstian occupation

$$n_b(y)=\frac{1}{1+e^{-2(y-b)}},$$

which rises with potential and so counts the oxidised state. Two such sites sit at $b=a$ and $b=-a$, with the midpoint as the zero of potential. Their reduced capacity is

$$C(y)=\operatorname{sech}^2(y-a)+\operatorname{sech}^2(y+a).$$

Throughout, $c=\cosh 2a$ and $u=\cosh 2y$, so $c,u\ge 1$.

In the Lean file these are `occupation` and `capacity`, functions of real numbers. A peak is a global maximizer: `IsGlobalPeak a y` says that no potential `z` gives a larger capacity than `y`. The number `peakPosition a` is the candidate for the positive peak when the curve splits.

```lean
import Mathlib

namespace TwoSiteCapacity

noncomputable section

/-- Nernstian occupation of a site with reduced standard potential `b` at reduced
potential `y`. -/
def occupation (b y : ℝ) : ℝ := 1 / (1 + Real.exp (-(2 * (y - b))))

/-- Reduced differential capacity of two sites with standard potentials `a` and `-a`. -/
def capacity (a y : ℝ) : ℝ := 1 / Real.cosh (y - a) ^ 2 + 1 / Real.cosh (y + a) ^ 2

/-- The capacity attains its global maximum at the potential `y`. -/
def IsGlobalPeak (a y : ℝ) : Prop := ∀ z, capacity a z ≤ capacity a y

/-- The positive peak potential of a split capacity curve, in closed form. -/
def peakPosition (a : ℝ) : ℝ :=
  Real.arsinh (Real.sqrt ((Real.cosh (2 * a) - 2 / Real.cosh (2 * a)) ^ 2 - 1)) / 2
```

Equal weights, equilibrium and the absence of interaction between the sites are built into these definitions, as is the absence of a double-layer background.

## Any real a: the derivative and the closed form

With $x=y-b$, differentiation gives

$$n_b'(y)=\frac{2e^{-2x}}{(1+e^{-2x})^2}=\frac{2}{(e^x+e^{-x})^2}=\tfrac12\operatorname{sech}^2x .$$

The total occupation therefore has derivative $C/2$; the factor 2 is absorbed into the unit of capacity. In Lean, `HasDerivAt` states both differentiability and the value of the derivative. The proof applies the chain and quotient rules, then writes everything in terms of $e^{-(y-b)}$ and compares rational functions.

```lean
/-- The occupation of a single site responds to the potential as half a squared
hyperbolic secant centred at its standard potential. -/
theorem hasDerivAt_occupation (b y : ℝ) :
    HasDerivAt (occupation b) (1 / Real.cosh (y - b) ^ 2 / 2) y := by
  have h1 : HasDerivAt (fun y : ℝ => -(2 * (y - b))) (-(2 * 1)) y :=
    (((hasDerivAt_id' y).sub_const b).const_mul (2 : ℝ)).fun_neg
  have h2 : HasDerivAt (fun y : ℝ => 1 + Real.exp (-(2 * (y - b))))
      (Real.exp (-(2 * (y - b))) * (-(2 * 1))) y := h1.exp.const_add 1
  have hne : 1 + Real.exp (-(2 * (y - b))) ≠ 0 := by positivity
  have h3 := (hasDerivAt_const y (1 : ℝ)).fun_div h2 hne
  refine HasDerivAt.congr_deriv h3 ?_
  -- express everything through the single exponential exp (-(y - b))
  have hE : Real.exp (-(2 * (y - b))) = Real.exp (-(y - b)) ^ 2 := by
    rw [sq, ← Real.exp_add]
    congr 1
    ring
  have hc : Real.cosh (y - b) = ((Real.exp (-(y - b)))⁻¹ + Real.exp (-(y - b))) / 2 := by
    rw [Real.cosh_eq, Real.exp_neg, inv_inv]
  rw [hE, hc]
  have hp := Real.exp_pos (-(y - b))
  generalize Real.exp (-(y - b)) = p at hp ⊢
  have hq : p⁻¹ + p = (1 + p ^ 2) / p := by
    field_simp
  have hr : 1 + p ^ 2 ≠ 0 := by positivity
  rw [hq]
  field_simp
  try ring

/-- The derivative of the total occupation of the two sites is half the capacity. -/
theorem hasDerivAt_total_occupation (a y : ℝ) :
    HasDerivAt (fun y => occupation a y + occupation (-a) y) (capacity a y / 2) y := by
  refine ((hasDerivAt_occupation a y).fun_add (hasDerivAt_occupation (-a) y)).congr_deriv ?_
  rw [capacity, sub_neg_eq_add]
  ring
```

The addition formulas give

$$\cosh(y-a)\cosh(y+a)=\frac{c+u}{2},\qquad \cosh^2(y-a)+\cosh^2(y+a)=1+cu .$$

Over a common denominator, the capacity is the second expression divided by the square of the first:

$$C(y)=\frac{4(1+cu)}{(c+u)^2}.$$

In `capacity_eq` the two identities are `hP` and `hS`, each obtained from $\cosh^2-\sinh^2=1$ by `linear_combination`. Coincident sites, $a=0$, are included.

```lean
/-- Closed form of the two-site capacity in terms of `cosh (2 * a)` and `cosh (2 * y)`. -/
theorem capacity_eq (a y : ℝ) :
    capacity a y = 4 * (1 + Real.cosh (2 * a) * Real.cosh (2 * y)) /
      (Real.cosh (2 * a) + Real.cosh (2 * y)) ^ 2 := by
  have h1 := Real.cosh_sq y
  have h2 := Real.cosh_sq a
  have hP : Real.cosh (y - a) * Real.cosh (y + a)
      = (Real.cosh (2 * a) + Real.cosh (2 * y)) / 2 := by
    rw [Real.cosh_sub, Real.cosh_add, Real.cosh_two_mul, Real.cosh_two_mul]
    linear_combination (Real.cosh a ^ 2 - 1 / 2) * h1 + (Real.sinh y ^ 2 + 1 / 2) * h2
  have hS : Real.cosh (y - a) ^ 2 + Real.cosh (y + a) ^ 2
      = 1 + Real.cosh (2 * a) * Real.cosh (2 * y) := by
    rw [Real.cosh_sub, Real.cosh_add, Real.cosh_two_mul, Real.cosh_two_mul]
    linear_combination (Real.cosh a ^ 2 - Real.sinh a ^ 2) * h1 + h2
  have hA := (Real.cosh_pos (y - a)).ne'
  have hB := (Real.cosh_pos (y + a)).ne'
  have e : capacity a y = (Real.cosh (y - a) ^ 2 + Real.cosh (y + a) ^ 2) /
      (Real.cosh (y - a) * Real.cosh (y + a)) ^ 2 := by
    unfold capacity
    field_simp
    try ring
  rw [e, hS, hP, div_pow, div_div_eq_mul_div]
  ring
```

## Close sites: c ≤ 2

The condition $c\le2$ means that the separation $2|a|$ of the standard potentials is at most $\ln(2+\sqrt3)\approx1.317$ in reduced units, or about $2.63\,RT/F$ in electrode potential. Since $C(0)=4/(1+c)$,

$$C(0)-C(y)=\frac{4(u-1)(u+1+c-c^2)}{(1+c)(c+u)^2}.$$

The last factor in the numerator equals $(u-1)+(2-c)(1+c)$. For $y\ne0$ we have $u>1$, and $c\le2$ makes the second term nonnegative, so the difference is strictly positive. This includes the borderline case $c=2$.

The proof uses $c\le2$ at the same point, in `hf`. The product in `key` then settles the inequality after the denominators are cleared. The hypothesis `hy : y ≠ 0` supplies strictness. Without $c\le2$ the conclusion fails: for $c>2$ the last factor is negative when $1<u<c^2-c-1$, so the capacity near the midpoint exceeds its value there.

```lean
/-- If `cosh (2 * a) ≤ 2`, the capacity at any nonzero potential is strictly below
its value at the midpoint of the two sites. -/
theorem capacity_lt_center {a y : ℝ} (h : Real.cosh (2 * a) ≤ 2) (hy : y ≠ 0) :
    capacity a y < capacity a 0 := by
  rw [capacity_eq, capacity_eq, mul_zero, Real.cosh_zero]
  have hu : 1 < Real.cosh (2 * y) := Real.one_lt_cosh.2 (mul_ne_zero two_ne_zero hy)
  have hc : 1 ≤ Real.cosh (2 * a) := Real.one_le_cosh _
  generalize Real.cosh (2 * y) = u at hu ⊢
  generalize Real.cosh (2 * a) = c at h hc ⊢
  have hf : 0 < u + 1 + c - c ^ 2 := by
    nlinarith [mul_nonneg (sub_nonneg.2 h) (by linarith : (0 : ℝ) ≤ 1 + c)]
  -- the difference of the two capacities has the sign of this product
  have key : 0 < (1 + c) * ((u - 1) * (u + 1 + c - c ^ 2)) :=
    mul_pos (by linarith) (mul_pos (by linarith) hf)
  have d1 : 0 < (c + u) ^ 2 := pow_pos (by linarith) 2
  have d2 : 0 < (c + 1) ^ 2 := pow_pos (by linarith) 2
  rw [div_lt_div_iff₀ d1 d2]
  nlinarith [key]
```

## Distinct sites: a ≠ 0

If the two standard potentials differ, then $c>1$ and

$$\frac{c^2}{c^2-1}-C(y)=\frac{(c^2-2-cu)^2}{(c^2-1)(c+u)^2}\ge0 .$$

Equality holds exactly when $cu=c^2-2$, that is, when $\cosh2y=c-2/c$.

The hypothesis `ha : a ≠ 0` gives $c>1$, hence the positive denominator `d1`. The displayed identity is `key`, and the three closing steps read off the bound and the two directions of the equality criterion. At $a=0$ the bound has a zero denominator and loses its meaning, while the capacity is simply $2\operatorname{sech}^2y$. For $1<c<2$ the bound holds but is never reached, because $c-2/c<1$.

```lean
/-- For distinct sites the capacity is at most `c ^ 2 / (c ^ 2 - 1)` with `c = cosh (2 * a)`,
and equality holds exactly where `cosh (2 * y) = c - 2 / c`. -/
theorem capacity_le_and_eq_iff {a : ℝ} (ha : a ≠ 0) (y : ℝ) :
    capacity a y ≤ Real.cosh (2 * a) ^ 2 / (Real.cosh (2 * a) ^ 2 - 1) ∧
    (capacity a y = Real.cosh (2 * a) ^ 2 / (Real.cosh (2 * a) ^ 2 - 1) ↔
      Real.cosh (2 * y) = Real.cosh (2 * a) - 2 / Real.cosh (2 * a)) := by
  rw [capacity_eq]
  have hc : 1 < Real.cosh (2 * a) := Real.one_lt_cosh.2 (mul_ne_zero two_ne_zero ha)
  have hu : 1 ≤ Real.cosh (2 * y) := Real.one_le_cosh _
  generalize Real.cosh (2 * y) = u at hu ⊢
  generalize Real.cosh (2 * a) = c at hc ⊢
  have d1 : 0 < c ^ 2 - 1 := by nlinarith
  have d2 : 0 < (c + u) ^ 2 := pow_pos (by linarith) 2
  have hc0 : c ≠ 0 := by linarith
  -- the deficit from the bound is a perfect square over a positive denominator
  have key : c ^ 2 / (c ^ 2 - 1) - 4 * (1 + c * u) / (c + u) ^ 2
      = (c ^ 2 - 2 - c * u) ^ 2 / ((c ^ 2 - 1) * (c + u) ^ 2) := by
    rw [div_sub_div _ _ d1.ne' d2.ne']
    congr 1
    ring
  refine ⟨?_, ?_, ?_⟩
  · have hn : 0 ≤ (c ^ 2 - 2 - c * u) ^ 2 / ((c ^ 2 - 1) * (c + u) ^ 2) :=
      div_nonneg (sq_nonneg _) (mul_pos d1 d2).le
    linarith
  · intro h
    rw [h, sub_self] at key
    have h0 : (c ^ 2 - 2 - c * u) ^ 2 = 0 :=
      (div_eq_zero_iff.1 key.symm).resolve_right (mul_pos d1 d2).ne'
    have h1 : c ^ 2 - 2 - c * u = 0 := pow_eq_zero_iff two_ne_zero |>.1 h0
    apply mul_left_cancel₀ hc0
    rw [mul_sub, mul_div_cancel₀ _ hc0]
    linarith
  · intro h
    have h1 : c ^ 2 - 2 - c * u = 0 := by
      rw [h, mul_sub, mul_div_cancel₀ _ hc0]
      ring
    rw [h1, zero_pow two_ne_zero, zero_div] at key
    linarith
```

## Well-separated sites: c > 2

Now the standard potentials are further apart than the threshold above, and $w=c-2/c$ exceeds 1. Set

$$p=\tfrac12\operatorname{arsinh}\sqrt{w^2-1}>0 .$$

Then $\cosh2p=\sqrt{1+(w^2-1)}=w$, so $p$ attains the upper bound. In `peakPosition_spec` the hypothesis enters through `hw`, which makes the square root positive. Without it there is no split: $c=2$ gives $w=1$ and the single solution $y=0$, and $c<2$ gives no solution.

```lean
/-- If `cosh (2 * a) > 2`, the closed-form potential `peakPosition a` is positive and solves `cosh
(2 * y) = cosh (2 * a) - 2 / cosh (2 * a)` for `y`. -/
theorem peakPosition_spec {a : ℝ} (h : 2 < Real.cosh (2 * a)) :
    0 < peakPosition a ∧
    Real.cosh (2 * peakPosition a) = Real.cosh (2 * a) - 2 / Real.cosh (2 * a) := by
  unfold peakPosition
  have hw : 1 < Real.cosh (2 * a) - 2 / Real.cosh (2 * a) := by
    have : 2 / Real.cosh (2 * a) < 1 := (div_lt_one (by linarith)).2 h
    linarith
  generalize Real.cosh (2 * a) - 2 / Real.cosh (2 * a) = w at hw ⊢
  have hs : 0 < w ^ 2 - 1 := by nlinarith
  constructor
  · exact half_pos (Real.arsinh_pos_iff.2 (Real.sqrt_pos.2 hs))
  · have e : 2 * (Real.arsinh (Real.sqrt (w ^ 2 - 1)) / 2)
        = Real.arsinh (Real.sqrt (w ^ 2 - 1)) := by ring
    have e2 : 1 + (w ^ 2 - 1) = w ^ 2 := by ring
    rw [e, Real.cosh_arsinh, Real.sq_sqrt hs.le, e2, Real.sqrt_sq (by linarith)]
```

Because the bound is attained at $p$, the maximizers are exactly its equality cases, the solutions of $\cosh2y=\cosh2p$. Since $\cosh$ is even and increasing in $|y|$, these are $y=\pm p$, and the peak height is $c^2/(c^2-1)$.

The theorem `capacity_peaks` combines both regimes for every real `a`. If $c\le2$, a potential is a global peak if and only if it is zero. If $c>2$, then $p>0$, and being a global peak at $y$ is equivalent both to $\cosh2y=c-2/c$ and to $y$ being $p$ or $-p$. The first half uses `capacity_lt_center`. The second derives $a\ne0$ from $c>2$, uses the equality criterion of `capacity_le_and_eq_iff` to prove the first of these equivalences as `main`, and passes to absolute values through `Real.cosh_le_cosh`.

```lean
/-- The capacity has its only global peak at zero if `cosh (2 * a) ≤ 2`; otherwise its global
peaks are the solutions of `cosh (2 * y) = cosh (2 * a) - 2 / cosh (2 * a)`, which are
exactly two opposite nonzero potentials. -/
theorem capacity_peaks (a : ℝ) :
    (Real.cosh (2 * a) ≤ 2 → ∀ y, IsGlobalPeak a y ↔ y = 0) ∧
    (2 < Real.cosh (2 * a) → 0 < peakPosition a ∧ ∀ y,
      (IsGlobalPeak a y ↔ Real.cosh (2 * y) = Real.cosh (2 * a) - 2 / Real.cosh (2 * a)) ∧
      (IsGlobalPeak a y ↔ y = peakPosition a ∨ y = -peakPosition a)) := by
  constructor
  · intro h y
    constructor
    · intro hy
      by_contra hne
      exact not_lt_of_ge (hy 0) (capacity_lt_center h hne)
    · rintro rfl z
      rcases eq_or_ne z 0 with hz | hz
      · rw [hz]
      · exact (capacity_lt_center h hz).le
  · intro h
    have ha : a ≠ 0 := by
      intro h0
      rw [h0, mul_zero, Real.cosh_zero] at h
      linarith
    obtain ⟨hp, hpc⟩ := peakPosition_spec h
    refine ⟨hp, fun y => ?_⟩
    -- the upper bound is attained at the peak potential, so peaks are its equality cases
    have main : IsGlobalPeak a y ↔
        Real.cosh (2 * y) = Real.cosh (2 * a) - 2 / Real.cosh (2 * a) := by
      constructor
      · intro hy
        have hm := (capacity_le_and_eq_iff ha (peakPosition a)).2.2 hpc
        have hle := hy (peakPosition a)
        rw [hm] at hle
        exact (capacity_le_and_eq_iff ha y).2.1
          (le_antisymm (capacity_le_and_eq_iff ha y).1 hle)
      · intro hy z
        rw [(capacity_le_and_eq_iff ha y).2.2 hy]
        exact (capacity_le_and_eq_iff ha z).1
    refine ⟨main, main.trans ?_⟩
    rw [← hpc]
    constructor
    · intro he
      have habs : |2 * y| = |2 * peakPosition a| :=
        le_antisymm (Real.cosh_le_cosh.1 he.le) (Real.cosh_le_cosh.1 he.ge)
      rcases abs_eq_abs.1 habs with h1 | h1
      · left; linarith
      · right; linarith
    · rintro (rfl | rfl)
      · rfl
      · rw [mul_neg, Real.cosh_neg]
```

## Labelled sites: a > 0

When $c>2$ the sites are already distinct, and the condition $a>0$ only says which one has the higher standard potential. Then $\cosh2p=c-2/c<\cosh2a$, and since $p$ and $a$ are both positive, $p<a$. The peaks lie strictly between the standard potentials.

In the proof, `ha` removes the absolute value around $2a$. For negative $a$ the stated inequality $2p<2a$ is false, although exchanging the labels gives $p<|a|$.

For this non-interacting equilibrium model, reading standard potentials directly from the two capacity maxima underestimates their separation, and a single maximum does not rule out two distinct sites.

```lean
/-- For `a > 0` and `cosh (2 * a) > 2`, the separation of the two capacity peaks is strictly
smaller than the separation of the two standard potentials. -/
theorem peak_separation_lt {a : ℝ} (ha : 0 < a) (h : 2 < Real.cosh (2 * a)) :
    2 * peakPosition a < 2 * a := by
  obtain ⟨hp, hpc⟩ := peakPosition_spec h
  have hd : 0 < 2 / Real.cosh (2 * a) := div_pos two_pos (Real.cosh_pos _)
  have hlt : Real.cosh (2 * peakPosition a) < Real.cosh (2 * a) := by linarith
  have habs := Real.cosh_lt_cosh.1 hlt
  rwa [abs_of_pos (by linarith), abs_of_pos (by linarith)] at habs

end

end TwoSiteCapacity
```

```lean
#print axioms TwoSiteCapacity.hasDerivAt_total_occupation
#print axioms TwoSiteCapacity.capacity_peaks
#print axioms TwoSiteCapacity.peak_separation_lt
```

```
'TwoSiteCapacity.hasDerivAt_total_occupation' depends on axioms: [propext, Classical.choice, Quot.sound]
'TwoSiteCapacity.capacity_peaks' depends on axioms: [propext, Classical.choice, Quot.sound]
'TwoSiteCapacity.peak_separation_lt' depends on axioms: [propext, Classical.choice, Quot.sound]
```
